# For two resonantly coupled lossy modes, a split peak in the transmission through one of them neither implies nor follows from split poles

Splitting is defined here on the spectrum itself: the transmission counts as split when its largest value over all real detunings does not lie at zero detuning. The positions of the complex poles are treated as a separate property, so that the two can be compared.

The model has a driven mode with loss a, for instance a cavity mode, coupled with strength g to a second mode with loss b, for instance a molecular or excitonic resonance. The transmitted signal is also taken from the driven mode. Both modes have the same bare frequency, and x is the detuning of the drive from it. The losses are amplitude decay rates. If a code stores energy decay rates κ and γ, which are the full widths of the uncoupled lines, then a = κ/2 and b = γ/2.

## The peak criterion and the peak positions

The response of the driven mode has the denominator

D(z) = (z + ia)(z + ib) − g²

and the transmission at real detuning x is

T(x) = |(x + ib)/D(x)|².

Constant factors from the input and output ports are left out. They do not move the maximum, but T is therefore not normalised to lie between 0 and 1. Define

K = g⁴ + 2g²b(a + b).

For a > 0 and b > 0, the transmission is maximal at x = 0 if and only if

K ≤ b⁴.

If K > b⁴, the maximum is attained exactly at the two detunings y with

y² = √K − b².

The poles obey a different condition. For g ≥ 0, D has a zero with non-zero real part if and only if |a − b| < 2g.

## Peak finders, fits and eigenvalue solvers

A program that scans a transmission spectrum and reports a polariton splitting has a closed-form reference in this model. When K > b⁴ the distance between the two maxima is

2√(√K − b²).

A program that diagonalises the effective non-Hermitian 2 × 2 matrix reports the difference between the real parts of its eigenvalues instead. When |a − b| < 2g that difference is

2√(g² − (a − b)²/4).

The two numbers are different quantities. Both approach 2g when g is much larger than a and b, but when g is comparable with the losses they can differ markedly. For a single pair of linearly coupled, resonant modes, a doublet in the transmission through the driven mode does not by itself prove that the real parts of the eigenfrequencies have split; the first parameter set below is an example.

If a and b are known from the uncoupled lines, the peak formula can be solved for g, which turns a measured peak distance into a starting value of g for a fit. Just above the threshold the two maxima lie close to x = 0, so a coarse frequency grid can miss a splitting that the formula predicts.

## From the complex response to the two criteria

For real x, multiplying out the denominator gives

D(x) = x² − (ab + g²) + ix(a + b)

and hence

T(x) = (x² + b²)/Q(x), with Q(x) = (x² − (ab + g²))² + x²(a + b)².

Q is positive everywhere. At x = 0 it equals (ab + g²)², and for x ≠ 0 its second term is positive.

To compare two detunings x and y, write p = x² + b² and q = y² + b². Substituting x² = p − b² into Q and collecting powers of p gives

Q(x) = p² + mp + K, with m = a² − b² − 2g².

The same formula holds for Q(y) with q in place of p. Since both denominators are positive, T(x) ≤ T(y) is equivalent to pQ(y) ≤ qQ(x). The difference of the two sides factorises:

qQ(x) − pQ(y) = q(p² + mp + K) − p(q² + mq + K) = (p − q)(pq − K).

The terms with m cancel. Therefore T(x) ≤ T(y) if and only if

0 ≤ (x² − y²)((x² + b²)(y² + b²) − K).

**Split case.** Let K > b⁴ and R = √K, so that R > b². Suppose that T is maximal at y. The comparison then holds for every x, in particular for x² = R − b², where p = R. It reads

0 ≤ (R − q)(Rq − R²) = −R(R − q)².

Since R > 0, this forces q = R, which is y² = R − b². Conversely, if q = R, then for every x

(p − R)(pR − R²) = R(p − R)² ≥ 0,

so y is a maximiser.

**Central case.** For y = 0 the comparison becomes

0 ≤ x²(b²x² + b⁴ − K).

If K ≤ b⁴, this holds for every x. If K > b⁴, the split case applies, and its maximisers satisfy y² = √K − b² > 0, which excludes y = 0.

**Poles.** Write z = u + iv with real u and v. The real and imaginary parts of D(z) = 0 are

u² − (v + a)(v + b) − g² = 0

u(2v + a + b) = 0.

If u ≠ 0, the second equation gives v = −(a + b)/2. Then (v + a)(v + b) = −(a − b)²/4, and the first equation becomes

u² = g² − (a − b)²/4.

A solution with u ≠ 0 exists exactly when the right-hand side is positive, which for g ≥ 0 means |a − b| < 2g.

**Two parameter sets.** For a = 4 and b = g = 1, K = 11 exceeds b⁴ = 1, so the peak splits, with maxima at y = ±√(√11 − 1) ≈ ±1.52. Yet |a − b| = 3 is larger than 2g = 2, and both poles are purely imaginary. For a = 1/10, b = 1 and g = 3/5, K = 0.9216 is below b⁴ = 1, so the transmission is maximal at x = 0. Here |a − b| = 0.9 is smaller than 2g = 1.2, and the poles have real parts of about ±0.40.

## The derivation in Lean

`modeDet_eq` splits the determinant into its real and imaginary parts, `transmission_eq` turns the squared modulus into the real rational function above, and `denominator_pos` separates the cases x = 0 and x ≠ 0.

In `transmission_le_iff`, the lemma `div_le_div_iff₀` performs the cross-multiplication, and `nlinarith` matches the resulting polynomial inequality with the factorised one.

`split_peaks` names the square root `R` and inserts the predicted peak position into the assumed maximality. This yields the perfect square with the negative sign, which must vanish. The reverse direction uses the square with the positive sign. `central_peak_iff` obtains one direction by contradiction from `split_peaks` and the other by showing that both factors of the comparison are non-negative.

`pole_splitting_iff` follows the two real equations for the poles. For the existence direction it supplies the zero explicitly, with real part √(g² − (a − b)²/4) and imaginary part −(a + b)/2. The last two theorems insert the numbers of the two parameter sets.

```lean
import Mathlib

open Complex

namespace PolaritonTransmission

noncomputable section

/-- The determinant of two coupled modes with losses `a` and `b` and coupling `g`,
at complex detuning `z`. -/
def modeDet (a b g : ℝ) (z : ℂ) : ℂ :=
  (z + I * (a : ℂ)) * (z + I * (b : ℂ)) - (g : ℂ) ^ 2

/-- The transmission at real detuning `x`: the squared modulus of the response of the
mode with loss `a`, coupled to a mode with loss `b`. -/
def transmission (a b g x : ℝ) : ℝ :=
  ‖((x : ℂ) + I * (b : ℂ)) / modeDet a b g (x : ℂ)‖ ^ 2

/-- The real and imaginary parts of the mode determinant. -/
theorem modeDet_eq (a b g : ℝ) (z : ℂ) :
    modeDet a b g z =
      ⟨z.re ^ 2 - (z.im + a) * (z.im + b) - g ^ 2, z.re * (2 * z.im + a + b)⟩ := by
  apply Complex.ext <;> simp [modeDet, pow_two]
  ring

/-- The transmission as a real rational function of the detuning. -/
theorem transmission_eq (a b g x : ℝ) :
    transmission a b g x =
      (x ^ 2 + b ^ 2) / ((x ^ 2 - (a * b + g ^ 2)) ^ 2 + x ^ 2 * (a + b) ^ 2) := by
  have hn : (x : ℂ) + I * (b : ℂ) = ⟨x, b⟩ := by
    apply Complex.ext <;> simp
  have h1 : ‖(x : ℂ) + I * (b : ℂ)‖ ^ 2 = x ^ 2 + b ^ 2 := by
    rw [hn, Complex.sq_norm, Complex.normSq_mk]
    ring
  have h2 : ‖modeDet a b g (x : ℂ)‖ ^ 2 =
      (x ^ 2 - (a * b + g ^ 2)) ^ 2 + x ^ 2 * (a + b) ^ 2 := by
    rw [modeDet_eq, Complex.sq_norm, Complex.normSq_mk]
    simp only [Complex.ofReal_re, Complex.ofReal_im]
    ring
  unfold transmission
  rw [norm_div, div_pow, h1, h2]

/-- With both losses positive, the denominator of the transmission is positive at every
real detuning. -/
theorem denominator_pos {a b : ℝ} (ha : 0 < a) (hb : 0 < b) (g x : ℝ) :
    0 < (x ^ 2 - (a * b + g ^ 2)) ^ 2 + x ^ 2 * (a + b) ^ 2 := by
  rcases eq_or_ne x 0 with rfl | hx
  · have h : 0 < a * b + g ^ 2 := by positivity
    have h2 := pow_pos h 2
    nlinarith [h2]
  · have h : 0 < x ^ 2 * (a + b) ^ 2 := by positivity
    have h2 := sq_nonneg (x ^ 2 - (a * b + g ^ 2))
    linarith

/-- With both losses positive, comparing the transmission at two detunings reduces to the sign of a
product of two factors. -/
theorem transmission_le_iff {a b : ℝ} (ha : 0 < a) (hb : 0 < b) (g x y : ℝ) :
    transmission a b g x ≤ transmission a b g y ↔
      0 ≤ (x ^ 2 - y ^ 2) *
        ((x ^ 2 + b ^ 2) * (y ^ 2 + b ^ 2) - (g ^ 4 + 2 * g ^ 2 * b * (a + b))) := by
  rw [transmission_eq a b g x, transmission_eq a b g y,
    div_le_div_iff₀ (denominator_pos ha hb g x) (denominator_pos ha hb g y)]
  constructor <;> intro h <;> nlinarith [h]

/-- With both losses positive and `b ^ 4 < g ^ 4 + 2 g ^ 2 b (a + b)`, the detunings of maximal
transmission are exactly the solutions of `y ^ 2 = √(g ^ 4 + 2 g ^ 2 b (a + b)) - b ^ 2`. -/
theorem split_peaks {a b g : ℝ} (ha : 0 < a) (hb : 0 < b)
    (h : b ^ 4 < g ^ 4 + 2 * g ^ 2 * b * (a + b)) (y : ℝ) :
    (∀ x, transmission a b g x ≤ transmission a b g y) ↔
      y ^ 2 = √(g ^ 4 + 2 * g ^ 2 * b * (a + b)) - b ^ 2 := by
  have hK : 0 ≤ g ^ 4 + 2 * g ^ 2 * b * (a + b) := by positivity
  have hbR : b ^ 2 < √(g ^ 4 + 2 * g ^ 2 * b * (a + b)) :=
    Real.lt_sqrt_of_sq_lt (by nlinarith [h])
  obtain ⟨R, hRdef⟩ : ∃ R, R = √(g ^ 4 + 2 * g ^ 2 * b * (a + b)) := ⟨_, rfl⟩
  have hR : R ^ 2 = g ^ 4 + 2 * g ^ 2 * b * (a + b) := by
    rw [hRdef]
    exact Real.sq_sqrt hK
  rw [← hRdef] at hbR ⊢
  have hRpos : 0 < R := lt_of_le_of_lt (sq_nonneg b) hbR
  simp only [transmission_le_iff ha hb]
  constructor
  · intro hmax
    -- test the supposed maximum against the predicted peak position
    have hx : √(R - b ^ 2) ^ 2 = R - b ^ 2 := Real.sq_sqrt (by linarith)
    have h1 := hmax (√(R - b ^ 2))
    rw [hx, ← hR] at h1
    have h2 : R * (R - b ^ 2 - y ^ 2) ^ 2 ≤ 0 := by nlinarith [h1]
    have h3 : (R - b ^ 2 - y ^ 2) ^ 2 ≤ 0 := by
      by_contra hc
      have := mul_pos hRpos (not_le.mp hc)
      linarith
    have h4 : R - b ^ 2 - y ^ 2 = 0 :=
      (pow_eq_zero_iff two_ne_zero).mp (le_antisymm h3 (sq_nonneg _))
    linarith
  · intro hy x
    -- at the peak the comparison is a perfect square
    rw [hy, ← hR]
    have h1 : 0 ≤ R * (x ^ 2 + b ^ 2 - R) ^ 2 := by positivity
    nlinarith [h1]

/-- With both losses positive, the transmission is maximal at zero detuning if and only if `g ^ 4 +
2 g ^ 2 b (a + b) ≤ b ^ 4`. -/
theorem central_peak_iff {a b : ℝ} (ha : 0 < a) (hb : 0 < b) (g : ℝ) :
    (∀ x, transmission a b g x ≤ transmission a b g 0) ↔
      g ^ 4 + 2 * g ^ 2 * b * (a + b) ≤ b ^ 4 := by
  constructor
  · intro hmax
    by_contra hc
    have hlt := not_le.mp hc
    -- in the split regime zero detuning is not among the maximisers
    have h0 := (split_peaks ha hb hlt 0).mp hmax
    have hbR : b ^ 2 < √(g ^ 4 + 2 * g ^ 2 * b * (a + b)) :=
      Real.lt_sqrt_of_sq_lt (by nlinarith [hlt])
    norm_num at h0
    linarith
  · intro h x
    rw [transmission_le_iff ha hb]
    apply mul_nonneg
    · nlinarith [sq_nonneg x]
    · nlinarith [mul_nonneg (sq_nonneg x) (sq_nonneg b)]

/-- For `0 ≤ g`, the mode determinant has a zero with non-zero real part if and only if the absolute
loss difference is smaller than `2 g`. -/
theorem pole_splitting_iff {a b g : ℝ} (hg : 0 ≤ g) :
    (∃ z : ℂ, modeDet a b g z = 0 ∧ z.re ≠ 0) ↔ |a - b| < 2 * g := by
  constructor
  · rintro ⟨z, hz, hre⟩
    rw [modeDet_eq] at hz
    have h1 : z.re ^ 2 - (z.im + a) * (z.im + b) - g ^ 2 = 0 := congrArg Complex.re hz
    have h2 : z.re * (2 * z.im + a + b) = 0 := congrArg Complex.im hz
    have h3 := (mul_eq_zero.mp h2).resolve_left hre
    -- a zero with non-zero real part has minus the mean loss as its imaginary part
    have him : z.im = -(a + b) / 2 := by linarith
    rw [him] at h1
    have hpos : 0 < z.re ^ 2 := by positivity
    exact abs_lt_of_sq_lt_sq (by nlinarith [h1, hpos]) (by linarith)
  · intro h
    have h1 := pow_lt_pow_left₀ h (abs_nonneg _) two_ne_zero
    rw [sq_abs] at h1
    have hd : 0 < g ^ 2 - (a - b) ^ 2 / 4 := by nlinarith [h1]
    refine ⟨⟨√(g ^ 2 - (a - b) ^ 2 / 4), -(a + b) / 2⟩, ?_, (Real.sqrt_pos.mpr hd).ne'⟩
    rw [modeDet_eq]
    apply Complex.ext
    · show √(g ^ 2 - (a - b) ^ 2 / 4) ^ 2
        - (-(a + b) / 2 + a) * (-(a + b) / 2 + b) - g ^ 2 = 0
      rw [Real.sq_sqrt hd.le]
      ring
    · show √(g ^ 2 - (a - b) ^ 2 / 4) * (2 * (-(a + b) / 2) + a + b) = 0
      ring

/-- For `a = 4`, `b = g = 1` no zero of the mode determinant has a non-zero real part,
while the transmission is maximal exactly where `y ^ 2 = √11 - 1`. -/
theorem split_peak_without_split_poles :
    (¬ ∃ z : ℂ, modeDet 4 1 1 z = 0 ∧ z.re ≠ 0) ∧
      ∀ y, (∀ x, transmission 4 1 1 x ≤ transmission 4 1 1 y) ↔ y ^ 2 = √11 - 1 := by
  constructor
  · rw [pole_splitting_iff (by norm_num), abs_lt]
    norm_num
  · intro y
    have h := split_peaks (a := 4) (b := 1) (g := 1)
      (by norm_num) (by norm_num) (by norm_num) y
    have e : (1 : ℝ) ^ 4 + 2 * 1 ^ 2 * 1 * (4 + 1) = 11 := by norm_num
    rw [e, one_pow] at h
    exact h

/-- For `a = 1/10`, `b = 1`, `g = 3/5` the mode determinant has a zero with non-zero real
part, while the transmission is maximal at zero detuning. -/
theorem split_poles_without_split_peak :
    (∃ z : ℂ, modeDet (1 / 10) 1 (3 / 5) z = 0 ∧ z.re ≠ 0) ∧
      ∀ x, transmission (1 / 10) 1 (3 / 5) x ≤ transmission (1 / 10) 1 (3 / 5) 0 := by
  constructor
  · rw [pole_splitting_iff (by norm_num), abs_lt]
    norm_num
  · exact (central_peak_iff (by norm_num) (by norm_num) _).mpr (by norm_num)

end

end PolaritonTransmission
```

```lean
#print axioms PolaritonTransmission.split_peak_without_split_poles
-- 'PolaritonTransmission.split_peak_without_split_poles' depends on axioms: [propext, Classical.choice, Quot.sound]
#print axioms PolaritonTransmission.split_poles_without_split_peak
-- 'PolaritonTransmission.split_poles_without_split_peak' depends on axioms: [propext, Classical.choice, Quot.sound]
```

## Reach of the theorems and limits of the model

The parameters `a`, `b`, `g` and the detuning `x` are real numbers, and `modeDet a b g z` is D(z) for complex `z`. The function `transmission` evaluates the response only at real detuning, as a steady-state measurement with a monochromatic drive does. In this sign convention positive losses place the poles in the lower half-plane, which corresponds to a time dependence exp(−ixt).

The statement `∀ x, transmission a b g x ≤ transmission a b g 0` says that zero detuning is a global maximiser over the whole real line. `central_peak_iff` proves that this is equivalent to K ≤ b⁴. The hypotheses `0 < a` and `0 < b` say that both modes lose energy; gain and lossless modes are excluded. The sign of `g` is unrestricted there, because only even powers of g enter. At g = 0 the criterion is satisfied, in agreement with the single Lorentzian of an uncoupled mode.

`split_peaks` assumes K > b⁴ and characterises every global maximiser: a detuning `y` maximises the transmission exactly when its square has the stated value. Both signs of `y` are included.

`pole_splitting_iff` places no sign condition on `a` and `b`, but requires `0 ≤ g`, since its right-hand side contains `2 * g` and not |2g|. Its left-hand side, `∃ z : ℂ, modeDet a b g z = 0 ∧ z.re ≠ 0`, expresses a pole displaced from the bare frequency. The theorem concerns zeros of the determinant and says nothing about how visible they are in a spectrum.

`split_peak_without_split_poles` and `split_poles_without_split_peak` establish the two parameter sets as exact statements. Together they show that neither kind of splitting implies the other.

For a simulation code, the following restrictions matter:

- The two bare frequencies coincide. With a cavity–matter detuning the spectrum is in general no longer symmetric in x, and the criterion does not apply.
- The observable is the response of the driven mode. If a and b differ, exchanging them changes the threshold. A signal taken from the second mode has the numerator g² in place of x² + b², so the criterion does not carry over to it. Absorption and emission spectra have to be derived separately for the excitation and detection in question.
- The response is linear, with one mode on each side and frequency-independent losses. Saturation, inhomogeneous broadening and several matter resonances are absent.
- The coupling has the rotating-wave form, with one pole pair near the common frequency. Counter-rotating terms, which matter once g is an appreciable fraction of that frequency, are not included.
- The theorems are about exact real numbers. Grid spacing, rounding and noise in a computed or measured spectrum need their own error estimates.
